# For a Hermitian matrix H, the propagator exp(−iHt) is unitary at every real time t

The declaration `propagator_unitary` says that time evolution under a constant Hamiltonian on a finite-dimensional state space is unitary, in units where ħ = 1. In mathematical terms, if H is a Hermitian complex matrix with a finite index type and t is a real number, then exp(−iHt) belongs to the unitary group. The attempt first shows that the exponent A = −iHt satisfies A† = −A. It then turns the product of the propagator's adjoint with the propagator into exp(−A) exp(A), and aims to merge the two factors into exp(−A + A) = exp(0) = 1.

This version doesn't compile in Lean 4 with Mathlib:

```lean
import Mathlib

open Matrix
open scoped Matrix.Norms.L2Operator

namespace PropagatorUnitary

noncomputable section

variable {n : Type*} [Fintype n] [DecidableEq n]

/-- The exponent `-iHt` of the time evolution. -/
def exponent (H : Matrix n n ℂ) (t : ℝ) : Matrix n n ℂ := (-(Complex.I * t)) • H

/-- The propagator `exp(-iHt)`. -/
def propagator (H : Matrix n n ℂ) (t : ℝ) : Matrix n n ℂ := NormedSpace.exp (exponent H t)

/-- The propagator of a Hermitian Hamiltonian is unitary. -/
theorem propagator_unitary {H : Matrix n n ℂ} (hH : H.IsHermitian) (t : ℝ) :
    propagator H t ∈ Matrix.unitaryGroup n ℂ := by
  have hA : (exponent H t)ᴴ = -exponent H t := by
    unfold exponent
    rw [conjTranspose_smul, hH.eq, ← neg_smul]
    congr 1
    simp
  rw [mem_unitaryGroup_iff', star_eq_conjTranspose, propagator, ← Matrix.exp_conjTranspose, hA,
    ← Matrix.exp_add_of_commute _ _ (Commute.refl _).neg_left, neg_add_cancel,
    NormedSpace.exp_zero]

end

end PropagatorUnitary
```

The error:

```
Main.lean:27:36: error(lean.synthInstanceFailed): failed to synthesize instance of type class
  HasDistribNeg (Matrix ?m.99 ?m.99 ?m.100)

Hint: Type class instance resolution failures can be inspected with the `set_option trace.Meta.synthInstance true` command.
Main.lean:20:48: error: unsolved goals
n : Type u_1
inst✝¹ : Fintype n
inst✝ : DecidableEq n
H : Matrix n n ℂ
hH : H.IsHermitian
t : ℝ
hA : (exponent H t)ᴴ = -exponent H t
⊢ NormedSpace.exp (-exponent H t) * NormedSpace.exp (exponent H t) = 1
```

As a diff, the version that Lean accepts:

```diff
@@ -24,7 +24,7 @@
     congr 1
     simp
+  have hc : Commute (-exponent H t) (exponent H t) := (Commute.refl (exponent H t)).neg_left
   rw [mem_unitaryGroup_iff', star_eq_conjTranspose, propagator, ← Matrix.exp_conjTranspose, hA,
-    ← Matrix.exp_add_of_commute _ _ (Commute.refl _).neg_left, neg_add_cancel,
-    NormedSpace.exp_zero]
+    ← Matrix.exp_add_of_commute _ _ hc, neg_add_cancel, NormedSpace.exp_zero]
 
 end
```

Diagnosis. The first message points to the argument `(Commute.refl _).neg_left`, given to `Matrix.exp_add_of_commute` inside the `rw`. `neg_left` needs a `HasDistribNeg` instance, which says how negation interacts with multiplication. Lean elaborates this argument before matching the rewrite against the goal, so the `_` placeholders are still open. The type is only `Matrix ?m.99 ?m.99 ?m.100`, with index type and entries unknown, and the instance search fails.

The second message follows from the first. It shows the goal where the rewriting stopped, with exp(−A) exp(A) = 1 still to be proved.

The repair proves the commutation beforehand as `hc`, whose stated type names `-exponent H t` and `exponent H t`. The matrix type is then known and the instance can be found. Passing `hc` to the lemma also fixes its two matrix arguments, so the product becomes the exponential of a sum, and `neg_add_cancel` and `NormedSpace.exp_zero` finish the proof. Moving `NormedSpace.exp_zero` up a line is mere tidying.
